# Minimum of the fcc exchange transform with antiferromagnetic nearest-neighbour and arbitrary second-neighbour coupling

Suppose the magnetic order of an fcc antiferromagnet is sought by comparing exchange energies only at the zone centre and at the zone-boundary points X and L. With antiferromagnetic nearest-neighbour coupling $J_1>0$ and second-neighbour coupling $J_2$, the points X and L have energies $-4J_1+6J_2$ and $-6J_2$. These values are twice the energy per classical spin of unit length, when each bond is counted once. The comparison predicts a direct change from one order to the other at $J_2=J_1/3$, where both energies are $-2J_1$. The prediction is wrong: at the same couplings the point W has energy $-\tfrac{10}{3}J_1$. A minimum over all wavevectors is needed, and for these two couplings it has a closed form.

```lean
import Mathlib

open Finset

namespace FccFrustration

noncomputable section
```

## The neighbour sum

Measure positions in half cubic edges. The twelve nearest neighbours are then $(\pm1,\pm1,0)$ and its permutations, and the six second neighbours are $(\pm2,0,0)$ and its permutations. For a wavevector $q=(q_0,q_1,q_2)$ in the inverse unit, the exchange transform is the sum of $\cos(q\cdot\delta)$ over these neighbours $\delta$, weighted by $J_1$ and $J_2$. Positive couplings are antiferromagnetic.

In Lean, `q : Fin 3 → ℝ` is the wavevector, and the sums over `{1, -1}` run over the signs.

```lean
/-- Fourier transform of the exchange on the fcc lattice: `J1` couples the twelve nearest
neighbours and `J2` the six second neighbours. The components of `q` are in units of the
inverse half cubic edge. -/
def exchange (J1 J2 : ℝ) (q : Fin 3 → ℝ) : ℝ :=
  J1 * (∑ s ∈ ({1, -1} : Finset ℝ), ∑ t ∈ ({1, -1} : Finset ℝ),
    (Real.cos (s * q 0 + t * q 1) + Real.cos (s * q 1 + t * q 2)
      + Real.cos (s * q 2 + t * q 0)))
  + J2 * (∑ s ∈ ({1, -1} : Finset ℝ),
    (Real.cos (s * (2 * q 0)) + Real.cos (s * (2 * q 1)) + Real.cos (s * (2 * q 2))))
```

With $a=\cos q_0$, $b=\cos q_1$, $c=\cos q_2$, the transform will turn out to be the polynomial

$$F=4J_1(ab+bc+ca)+2J_2(2a^2+2b^2+2c^2-3).$$

```lean
/-- The fcc exchange energy as a polynomial in three variables, which stand for the cosines
of the wavevector components. -/
def cosForm (J1 J2 a b c : ℝ) : ℝ :=
  4 * J1 * (a * b + b * c + c * a) + 2 * J2 * (2 * a ^ 2 + 2 * b ^ 2 + 2 * c ^ 2 - 3)
```

For one pair of components, the sine terms of the addition formula cancel over the four signs:

$$2\cos(q_0+q_1)+2\cos(q_0-q_1)=4\cos q_0\cos q_1 .$$

The second shell contributes $2\cos 2q_i=2(2\cos^2 q_i-1)$ for each component. Adding the three pairs and the three components gives $F$. The proof makes the same expansion with `simp only`, and `ring` collects the terms.

```lean
/-- The sum over the two neighbour shells is the polynomial `cosForm` evaluated at the
cosines of the wavevector components. -/
theorem exchange_eq_cosForm (J1 J2 : ℝ) (q : Fin 3 → ℝ) :
    exchange J1 J2 q = cosForm J1 J2 (Real.cos (q 0)) (Real.cos (q 1)) (Real.cos (q 2)) := by
  have h : (1 : ℝ) ≠ -1 := by norm_num
  simp only [exchange, cosForm, Finset.sum_pair h, one_mul, neg_one_mul, Real.cos_add,
    Real.cos_neg, Real.sin_neg, Real.cos_two_mul]
  ring
```

Every cosine lies in $[-1,1]$. Conversely, any $(a,b,c)$ in the cube $[-1,1]^3$ comes from the wavevector $(\arccos a,\arccos b,\arccos c)$. Minimising over wavevectors is therefore the same as minimising $F$ over the cube, and the two inclusions of the next proof are these two observations.

```lean
/-- The exchange energies over all wavevectors are exactly the values of `cosForm` on the
cube `[-1,1]^3`. -/
theorem range_exchange (J1 J2 : ℝ) :
    Set.range (exchange J1 J2) =
      {e | ∃ a ∈ Set.Icc (-1 : ℝ) 1, ∃ b ∈ Set.Icc (-1 : ℝ) 1, ∃ c ∈ Set.Icc (-1 : ℝ) 1,
        cosForm J1 J2 a b c = e} := by
  ext e
  constructor
  · rintro ⟨q, rfl⟩
    exact ⟨Real.cos (q 0), ⟨Real.neg_one_le_cos _, Real.cos_le_one _⟩,
      Real.cos (q 1), ⟨Real.neg_one_le_cos _, Real.cos_le_one _⟩,
      Real.cos (q 2), ⟨Real.neg_one_le_cos _, Real.cos_le_one _⟩,
      (exchange_eq_cosForm J1 J2 q).symm⟩
  · rintro ⟨a, ha, b, hb, c, hc, rfl⟩
    refine ⟨![Real.arccos a, Real.arccos b, Real.arccos c], ?_⟩
    rw [exchange_eq_cosForm]
    simp [Real.cos_arccos ha.1 ha.2, Real.cos_arccos hb.1 hb.2, Real.cos_arccos hc.1 hc.2]
```

## The frustrated nearest-neighbour term

Write $P=ab+bc+ca$. Expanding the products shows that

$$2(1+P)=(1+a)(1+b)(1+c)+(1-a)(1-b)(1-c).$$

On the cube all six factors are nonnegative, so $P\ge-1$. The proof establishes the signs of the two products as `hu` and `hv`, and `nlinarith` adds them.

```lean
variable {J1 J2 a b c : ℝ}

/-- On the cube `[-1,1]^3` the nearest-neighbour sum `ab + bc + ca` is at least `-1`. -/
theorem pair_sum_ge (ha : a ∈ Set.Icc (-1 : ℝ) 1) (hb : b ∈ Set.Icc (-1 : ℝ) 1)
    (hc : c ∈ Set.Icc (-1 : ℝ) 1) : 0 ≤ a * b + b * c + c * a + 1 := by
  have hu : 0 ≤ (1 + a) * (1 + b) * (1 + c) :=
    mul_nonneg (mul_nonneg (by linarith [ha.1]) (by linarith [hb.1])) (by linarith [hc.1])
  have hv : 0 ≤ (1 - a) * (1 - b) * (1 - c) :=
    mul_nonneg (mul_nonneg (by linarith [ha.2]) (by linarith [hb.2])) (by linarith [hc.2])
  -- the two products add up to twice the claimed quantity
  nlinarith [hu, hv]
```

If $P=-1$, two nonnegative products add up to zero, so both vanish. The second product then has a zero factor, which makes some coordinate $1$, and the first makes some coordinate $-1$. Conversely, such coordinates make both products zero, and the identity returns $P=-1$. The third coordinate remains free.

```lean
/-- On the cube `[-1,1]^3` the sum `ab + bc + ca` equals `-1` exactly when one coordinate
is `1` and another is `-1`. -/
theorem pair_sum_eq_iff (ha : a ∈ Set.Icc (-1 : ℝ) 1) (hb : b ∈ Set.Icc (-1 : ℝ) 1)
    (hc : c ∈ Set.Icc (-1 : ℝ) 1) :
    a * b + b * c + c * a = -1 ↔
      (a = 1 ∨ b = 1 ∨ c = 1) ∧ (a = -1 ∨ b = -1 ∨ c = -1) := by
  constructor
  · intro h
    have hu : 0 ≤ (1 + a) * (1 + b) * (1 + c) :=
      mul_nonneg (mul_nonneg (by linarith [ha.1]) (by linarith [hb.1])) (by linarith [hc.1])
    have hv : 0 ≤ (1 - a) * (1 - b) * (1 - c) :=
      mul_nonneg (mul_nonneg (by linarith [ha.2]) (by linarith [hb.2])) (by linarith [hc.2])
    -- two nonnegative products with sum zero both vanish
    have hu0 : (1 + a) * (1 + b) * (1 + c) = 0 := by linarith
    have hv0 : (1 - a) * (1 - b) * (1 - c) = 0 := by linarith
    constructor
    · rcases mul_eq_zero.1 hv0 with h1 | h1
      · rcases mul_eq_zero.1 h1 with h2 | h2
        · exact Or.inl (by linarith)
        · exact Or.inr (Or.inl (by linarith))
      · exact Or.inr (Or.inr (by linarith))
    · rcases mul_eq_zero.1 hu0 with h1 | h1
      · rcases mul_eq_zero.1 h1 with h2 | h2
        · exact Or.inl (by linarith)
        · exact Or.inr (Or.inl (by linarith))
      · exact Or.inr (Or.inr (by linarith))
  · rintro ⟨h1, h2⟩
    have hv0 : (1 - a) * (1 - b) * (1 - c) = 0 := by
      rcases h1 with h | h | h <;> rw [h] <;> ring
    have hu0 : (1 + a) * (1 + b) * (1 + c) = 0 := by
      rcases h2 with h | h | h <;> rw [h] <;> ring
    linarith
```

## Three phases from three sums of nonnegative terms

Let $s=a+b+c$ and $S=a^2+b^2+c^2$, so that $s^2=S+2P$. Subtracting the claimed minimum from $F$ gives

$$\begin{aligned}
F-(-4J_1+6J_2)&=4J_1(P+1)-4J_2(3-S),\\
F-(-4J_1+2J_2)&=4(J_1-2J_2)(P+1)+4J_2s^2,\\
F-(-6J_2)&=2J_1s^2+(4J_2-2J_1)S.
\end{aligned}$$

The terms on the right are nonnegative for $J_2\le0$, for $0\le J_2\le J_1/2$ and for $J_2\ge J_1/2$ respectively. The bounds are attained as follows.

| Order | $(a,b,c)$ | A wavevector | Zone point |
|---|---|---|---|
| type I | $(1,-1,-1)$ | $(0,\pi,\pi)$ | X |
| type III | $(1,-1,0)$ | $(0,\pi,\pi/2)$ | W |
| type II | $(0,0,0)$ | $(\pi/2,\pi/2,\pi/2)$ | L |

In the theorem, `IsLeast (Set.range (exchange J1 J2)) e` says that some wavevector has energy `e` and none has a lower one. The proof supplies the points in the table, and `nlinarith` receives the nonnegative products from which each excess is built. The hypothesis `0 < J1` stands for antiferromagnetic nearest-neighbour exchange. For $J_1<0$ and $J_2=0$ the formulas fail, since $q=0$ then has the lower energy $12J_1$.

```lean
/-- For antiferromagnetic `J1 > 0`, the minimum of the fcc exchange energy over all
wavevectors is `-4 J1 + 6 J2` for `J2 ≤ 0` (type I), `-4 J1 + 2 J2` for `0 ≤ J2 ≤ J1/2`
(type III) and `-6 J2` for `J2 ≥ J1/2` (type II). -/
theorem fcc_minimum (hJ : 0 < J1) :
    (J2 ≤ 0 → IsLeast (Set.range (exchange J1 J2)) (-4 * J1 + 6 * J2)) ∧
    (0 ≤ J2 → J2 ≤ J1 / 2 → IsLeast (Set.range (exchange J1 J2)) (-4 * J1 + 2 * J2)) ∧
    (J1 / 2 ≤ J2 → IsLeast (Set.range (exchange J1 J2)) (-6 * J2)) := by
  rw [range_exchange]
  refine ⟨fun h => ⟨⟨1, by norm_num, -1, by norm_num, -1, by norm_num, ?_⟩, ?_⟩,
    fun h0 h => ⟨⟨1, by norm_num, -1, by norm_num, 0, by norm_num, ?_⟩, ?_⟩,
    fun h => ⟨⟨0, by norm_num, 0, by norm_num, 0, by norm_num, ?_⟩, ?_⟩⟩
  · unfold cosForm; ring
  · rintro e ⟨a, ha, b, hb, c, hc, rfl⟩
    have hS : 0 ≤ 3 - (a ^ 2 + b ^ 2 + c ^ 2) := by
      have h1 : a ^ 2 ≤ 1 := by nlinarith [ha.1, ha.2]
      have h2 : b ^ 2 ≤ 1 := by nlinarith [hb.1, hb.2]
      have h3 : c ^ 2 ≤ 1 := by nlinarith [hc.1, hc.2]
      linarith
    unfold cosForm
    nlinarith [mul_nonneg hJ.le (pair_sum_ge ha hb hc), mul_nonneg (neg_nonneg.2 h) hS]
  · unfold cosForm; ring
  · rintro e ⟨a, ha, b, hb, c, hc, rfl⟩
    have hd : 0 ≤ J1 - 2 * J2 := by linarith
    unfold cosForm
    nlinarith [mul_nonneg hd (pair_sum_ge ha hb hc), mul_nonneg h0 (sq_nonneg (a + b + c))]
  · unfold cosForm; ring
  · rintro e ⟨a, ha, b, hb, c, hc, rfl⟩
    have hd : 0 ≤ 2 * J2 - J1 := by linarith
    have hS : 0 ≤ a ^ 2 + b ^ 2 + c ^ 2 := by positivity
    unfold cosForm
    nlinarith [mul_nonneg hJ.le (sq_nonneg (a + b + c)), mul_nonneg hd hS]
```

Take $J_1=3$ and $J_2=1$, the ratio at which X and L tie. At $q=(0,\pi,\pi/2)$ the nearest neighbours contribute $3\cdot4\cdot(-1+0+0)=-12$, and the second neighbours contribute $2\cos0+2\cos2\pi+2\cos\pi=2$. The total is $-10$, as the type III formula says. At X and L the energy is $-6$, and the type III excess accounts for the difference of $4$: at $(1,-1,-1)$ it is $4\cdot1\cdot0+4\cdot1\cdot(-1)^2=4$, and at $(0,0,0)$ it is $4\cdot1\cdot1+0=4$.

## Where the minimum is attained

The minimizers follow by setting each nonnegative term to zero. The theorems state them in the cosine variables, and `exchange_eq_cosForm` translates them to wavevectors.

At $J_2=0$ the excess is $4J_1(P+1)$. Since $J_1\ne0$, it vanishes exactly when $P=-1$, that is, when one coordinate is $1$ and another is $-1$. With the third coordinate free, the minimizing wavevectors include the whole line $(0,\pi,\theta)$: nearest-neighbour exchange does not select a single order.

```lean
/-- With `J1 > 0` and no second-neighbour coupling, the points of the cube with energy
`-4 J1` are exactly those with one coordinate `1` and another `-1`. -/
theorem minimizers_nearest_neighbour (hJ : 0 < J1) (ha : a ∈ Set.Icc (-1 : ℝ) 1)
    (hb : b ∈ Set.Icc (-1 : ℝ) 1) (hc : c ∈ Set.Icc (-1 : ℝ) 1) :
    cosForm J1 0 a b c = -4 * J1 ↔
      (a = 1 ∨ b = 1 ∨ c = 1) ∧ (a = -1 ∨ b = -1 ∨ c = -1) := by
  rw [← pair_sum_eq_iff ha hb hc]
  unfold cosForm
  constructor
  · intro h
    have h0 : J1 * (a * b + b * c + c * a + 1) = 0 := by linarith
    have h1 := (mul_eq_zero.1 h0).resolve_left hJ.ne'
    linarith
  · intro h
    linear_combination 4 * J1 * h
```

For $0<J_2<J_1/2$ both coefficients in the type III excess are positive, so $P=-1$ and $s=0$ must hold together. The third coordinate is now forced to be $0$, which leaves the six permutations of $(1,-1,0)$. In the proof, `z1` and `z2` say that the two terms vanish, and `linear_combination` handles the converse.

```lean
/-- For `0 < J2 < J1/2`, the points of the cube with energy `-4 J1 + 2 J2` are exactly those
with one coordinate `1`, another `-1`, and coordinates summing to zero. -/
theorem minimizers_typeIII (h0 : 0 < J2) (h2 : J2 < J1 / 2) (ha : a ∈ Set.Icc (-1 : ℝ) 1)
    (hb : b ∈ Set.Icc (-1 : ℝ) 1) (hc : c ∈ Set.Icc (-1 : ℝ) 1) :
    cosForm J1 J2 a b c = -4 * J1 + 2 * J2 ↔
      ((a = 1 ∨ b = 1 ∨ c = 1) ∧ (a = -1 ∨ b = -1 ∨ c = -1)) ∧ a + b + c = 0 := by
  rw [← pair_sum_eq_iff ha hb hc]
  have hd : 0 < J1 - 2 * J2 := by linarith
  unfold cosForm
  constructor
  · intro h
    -- the excess energy is a sum of two nonnegative terms
    have e1 := mul_nonneg hd.le (pair_sum_ge ha hb hc)
    have e2 := mul_nonneg h0.le (sq_nonneg (a + b + c))
    have z1 : (J1 - 2 * J2) * (a * b + b * c + c * a + 1) = 0 := by linarith
    have z2 : J2 * (a + b + c) ^ 2 = 0 := by linarith
    have p1 := (mul_eq_zero.1 z1).resolve_left hd.ne'
    exact ⟨by linarith, pow_eq_zero_iff two_ne_zero |>.1
      ((mul_eq_zero.1 z2).resolve_left h0.ne')⟩
  · rintro ⟨hp, hs⟩
    linear_combination 4 * (J1 - 2 * J2) * hp + 4 * J2 * (a + b + c) * hs
```

At $J_2=J_1/2$ the excess reduces to $2J_1s^2$, and the minimum is $-3J_1$. The minimizers therefore fill the surface $\cos q_0+\cos q_1+\cos q_2=0$ in wavevector space. The algebraic equivalence holds for all real $a,b,c$, so the theorem needs no cube hypotheses.

```lean
/-- At `J2 = J1/2` with `J1 > 0`, the energy equals `-3 J1` exactly on the surface where
the three cosine variables sum to zero. -/
theorem minimizers_boundary (hJ : 0 < J1) :
    cosForm J1 (J1 / 2) a b c = -3 * J1 ↔ a + b + c = 0 := by
  unfold cosForm
  constructor
  · intro h
    have z : J1 * (a + b + c) ^ 2 = 0 := by linarith
    exact pow_eq_zero_iff two_ne_zero |>.1 ((mul_eq_zero.1 z).resolve_left hJ.ne')
  · intro hs
    linear_combination 2 * J1 * (a + b + c) * hs
```

For $J_2>J_1/2$ the coefficient of $S$ is positive. A vanishing excess forces $S=0$, and hence $a=b=c=0$. Again the cube is not needed. The proof first isolates $S=0$ and then obtains each square as zero.

```lean
/-- For `J1 > 0` and `J2 > J1/2`, the energy equals `-6 J2` only where all three cosine
variables vanish, and it does so there. -/
theorem minimizers_typeII (hJ : 0 < J1) (h2 : J1 / 2 < J2) :
    cosForm J1 J2 a b c = -6 * J2 ↔ a = 0 ∧ b = 0 ∧ c = 0 := by
  have hd : 0 < 2 * J2 - J1 := by linarith
  unfold cosForm
  constructor
  · intro h
    have e1 := mul_nonneg hJ.le (sq_nonneg (a + b + c))
    have e2 : 0 ≤ (2 * J2 - J1) * (a ^ 2 + b ^ 2 + c ^ 2) :=
      mul_nonneg hd.le (by positivity)
    have z : (2 * J2 - J1) * (a ^ 2 + b ^ 2 + c ^ 2) = 0 := by linarith
    have hS := (mul_eq_zero.1 z).resolve_left hd.ne'
    have qa : a ^ 2 = 0 := by linarith [sq_nonneg a, sq_nonneg b, sq_nonneg c]
    have qb : b ^ 2 = 0 := by linarith [sq_nonneg a, sq_nonneg b, sq_nonneg c]
    have qc : c ^ 2 = 0 := by linarith [sq_nonneg a, sq_nonneg b, sq_nonneg c]
    exact ⟨pow_eq_zero_iff two_ne_zero |>.1 qa, pow_eq_zero_iff two_ne_zero |>.1 qb,
      pow_eq_zero_iff two_ne_zero |>.1 qc⟩
  · rintro ⟨rfl, rfl, rfl⟩
    ring

end

end FccFrustration
```

For $J_2<0$ there is no minimizer theorem, but the type I excess can be read in the same way: it vanishes when every coordinate is $\pm1$ and both signs occur.

## From the transform to spins

The Lean statements concern a function of the wavevector. Its physical reading is the classical Heisenberg model on the infinite lattice, with isotropic exchange limited to two shells and each bond counted once. For vectors of fixed length $\sigma$, half the minimum times $\sigma^2$ bounds the energy per spin from below, and a planar spiral at a minimizing wavevector reaches the bound. Within that model, the result indicates which magnetic cells a simulation should include. Quantum and thermal fluctuations, anisotropy and longer-ranged couplings lie beyond it, and they can select among the degenerate wavevectors at $J_2=0$ and $J_2=J_1/2$.

```lean
#print axioms FccFrustration.fcc_minimum
#print axioms FccFrustration.minimizers_nearest_neighbour
#print axioms FccFrustration.minimizers_boundary
#print axioms FccFrustration.minimizers_typeII
```

```
'FccFrustration.fcc_minimum' depends on axioms: [propext, Classical.choice, Quot.sound]
'FccFrustration.minimizers_nearest_neighbour' depends on axioms: [propext, Classical.choice, Quot.sound]
'FccFrustration.minimizers_boundary' depends on axioms: [propext, Classical.choice, Quot.sound]
'FccFrustration.minimizers_typeII' depends on axioms: [propext, Classical.choice, Quot.sound]
```
